# For $U>0$, the potential $U(1/2-n)$ of a filled orbital $r^{l+1}e^{-\zeta r}$ changes sign at exactly one sphere radius

## Orbital, sphere and potential

Let $l=0,1,2,\dots$ be the angular momentum, $\zeta$ an inverse decay length and $r$ the distance from the nucleus. The radial function is

$$P(r)=\sqrt{\frac{(2\zeta)^{2l+3}}{(2l+2)!}}\;r^{l+1}e^{-\zeta r}.$$

It is the reduced function, $r$ times the radial wavefunction, so its density is integrated with $dr$ and not $r^2\,dr$. The angular part is taken as normalised. The orbital is taken for one spin direction, so one electron fills it. A sphere of radius $R$ around the nucleus holds the part

$$n(R)=\int_0^R P(r)^2\,dr .$$

The orbital potential is $V(R)=U\left(\tfrac12-n(R)\right)$. This form is postulated: it is the derivative with respect to $n$ of the correction energy $\tfrac U2(n-n^2)$, which penalises fractional occupation, and $U$ stands for the effective on-site repulsion.

In LAPW calculations with a +U correction, occupations taken inside the atomic sphere make the potential depend on the sphere radius; here that dependence is worked out for one filled, one-parameter orbital that does not respond to the potential. Self-consistency, neighbouring atoms and occupation matrices with several orbitals are not covered.

```lean
import Mathlib

open Filter Topology Set

namespace SphereOccupationPotential

noncomputable section

/-- The radial orbital `P(r) ∝ r^(l+1) exp(-ζ r)`, with the prefactor that normalizes it when `ζ >
0`. -/
def radialOrbital (l : ℕ) (ζ r : ℝ) : ℝ :=
  Real.sqrt ((2 * ζ) ^ (2 * l + 3) / ((2 * l + 2).factorial : ℝ)) * r ^ (l + 1)
    * Real.exp (-ζ * r)

/-- The occupation of a sphere of radius `R`: the integral of `P²` from `0` to `R`. -/
def sphereOccupation (l : ℕ) (ζ R : ℝ) : ℝ :=
  ∫ r in (0 : ℝ)..R, radialOrbital l ζ r ^ 2

/-- The orbital potential `U (1/2 - n(R))` produced by the sphere occupation. -/
def orbitalPotential (U : ℝ) (l : ℕ) (ζ R : ℝ) : ℝ :=
  U * (1 / 2 - sphereOccupation l ζ R)
```

The definition `sphereOccupation` is the integral itself, so the closed form has to be proved. It is expressed through the outer weight

$$w_m(x)=e^{-x}\sum_{k=0}^{m}\frac{x^k}{k!}.$$

In Lean, `Finset.range (m + 1)` runs over $k=0,\dots,m$. With $m=2l+2$ and $x=2\zeta R$, the outer weight will turn out to be the part of the electron outside the sphere.

```lean
/-- The function `exp(-x) ∑_{k ≤ m} x^k / k!`. -/
def outerWeight (m : ℕ) (x : ℝ) : ℝ :=
  Real.exp (-x) * ∑ k ∈ Finset.range (m + 1), x ^ k / (k.factorial : ℝ)
```

## A radius is not negative: $R\ge 0$

Physically this hypothesis only says that $R$ is a radius. By hand it enters through the sign of a derivative. The product rule gives

$$w_m'(x)=-e^{-x}\sum_{k=0}^{m}\frac{x^k}{k!}+e^{-x}\sum_{k=1}^{m}\frac{x^{k-1}}{(k-1)!}=-e^{-x}\frac{x^m}{m!},$$

because the second sum cancels every term of the first except the last. For $x>0$ this is negative, so $w_m$ decreases strictly on $[0,\infty)$. It starts at $w_m(0)=1$, where only $k=0$ contributes, and tends to $0$, since it is a finite sum of terms $x^ke^{-x}/k!$ that each vanish at infinity.

The Lean proof obtains the derivative by induction on $m$. `outerWeight_succ` splits off the term of order $m+1$; the derivative of that term cancels the one already found and leaves the next.

```lean
/-- Raising the order by one adds one term to the outer weight. -/
theorem outerWeight_succ (m : ℕ) (x : ℝ) :
    outerWeight (m + 1) x =
      outerWeight m x + Real.exp (-x) * (x ^ (m + 1) / ((m + 1).factorial : ℝ)) := by
  unfold outerWeight
  rw [Finset.sum_range_succ _ (m + 1), mul_add]

/-- The outer weight equals one at the origin. -/
theorem outerWeight_zero (m : ℕ) : outerWeight m 0 = 1 := by
  simp [outerWeight, Finset.sum_range_succ']

/-- The derivative of the outer weight is the single term `-exp(-x) x^m / m!`. -/
theorem hasDerivAt_outerWeight (m : ℕ) (x : ℝ) :
    HasDerivAt (outerWeight m) (-(Real.exp (-x) * x ^ m / (m.factorial : ℝ))) x := by
  have h0 : HasDerivAt (fun y : ℝ => Real.exp (-y)) (-Real.exp (-x)) x :=
    ((hasDerivAt_id' x).fun_neg.exp).congr_deriv (by ring)
  induction m with
  | zero =>
    have e : outerWeight 0 = fun y : ℝ => Real.exp (-y) := by
      funext y
      simp [outerWeight]
    rw [e]
    exact h0.congr_deriv (by simp)
  | succ m ih =>
    have hp : HasDerivAt (fun y : ℝ => y ^ (m + 1) / ((m + 1).factorial : ℝ))
        (x ^ m / (m.factorial : ℝ)) x := by
      refine ((hasDerivAt_pow (m + 1) x).div_const _).congr_deriv ?_
      have h1 : (m.factorial : ℝ) ≠ 0 := by positivity
      have h2 : (m : ℝ) + 1 ≠ 0 := by positivity
      rw [Nat.factorial_succ, Nat.add_sub_cancel]
      push_cast
      field_simp
    -- the new term cancels the old derivative and leaves the next one
    rw [funext (outerWeight_succ m)]
    exact (ih.fun_add (h0.fun_mul hp)).congr_deriv (by ring)
```

The restriction to non-negative arguments appears as `Ici 0`, the set $[0,\infty)$. The criterion used for strict decrease asks for a negative derivative only in the interior, so it does no harm that $w_m'(0)=0$ for $m\ge1$.

```lean
/-- The outer weight decreases strictly on the non-negative half-line. -/
theorem outerWeight_strictAntiOn (m : ℕ) : StrictAntiOn (outerWeight m) (Ici 0) := by
  refine strictAntiOn_of_deriv_neg (convex_Ici 0)
    (fun x _ => (hasDerivAt_outerWeight m x).continuousAt.continuousWithinAt) ?_
  intro x hx
  rw [interior_Ici] at hx
  have hx' : 0 < x := hx
  rw [(hasDerivAt_outerWeight m x).deriv]
  have : 0 < Real.exp (-x) * x ^ m / (m.factorial : ℝ) := by positivity
  linarith

/-- The outer weight vanishes at infinity. -/
theorem tendsto_outerWeight (m : ℕ) : Tendsto (outerWeight m) atTop (𝓝 0) := by
  have h : Tendsto (fun x : ℝ => ∑ k ∈ Finset.range (m + 1),
      x ^ k * Real.exp (-x) / (k.factorial : ℝ)) atTop
      (𝓝 (∑ k ∈ Finset.range (m + 1), (0 : ℝ) / (k.factorial : ℝ))) :=
    tendsto_finsetSum _ fun k _ =>
      (Real.tendsto_pow_mul_exp_neg_atTop_nhds_zero k).div_const _
  simp only [zero_div, Finset.sum_const_zero] at h
  refine h.congr fun x => ?_
  rw [outerWeight, Finset.mul_sum]
  exact Finset.sum_congr rfl fun k _ => by ring
```

Without the restriction, `outerWeight_strictAntiOn` would be false for general $m$: for $m=1$ we have $w_1(-1)=0$, which is less than $w_1(0)=1$. The orbital itself uses only the even orders $m=2l+2$, for which the derivative is never positive. For the potential, then, $R\ge0$ expresses the meaning of $R$ and does not guard against a counter-example.

## The orbital decays: $\zeta>0$

A positive $\zeta$ makes the orbital bound and normalisable. By hand, squaring it gives

$$P(r)^2=\frac{(2\zeta)^{2l+3}}{(2l+2)!}\,r^{2l+2}e^{-2\zeta r}
=2\zeta\,e^{-2\zeta r}\frac{(2\zeta r)^{2l+2}}{(2l+2)!}
=\frac{d}{dr}\left[-w_{2l+2}(2\zeta r)\right].$$

The first equality needs a non-negative number under the square root, which $\zeta>0$ supplies. Integrating from $0$ to $R$ and using $w_{2l+2}(0)=1$, we find

$$n(R)=1-w_{2l+2}(2\zeta R)=1-e^{-x}\sum_{k=0}^{2l+2}\frac{x^k}{k!},\qquad x=2\zeta R .$$

In `sphereOccupation_eq` the step `key` is this derivative, with the chain rule supplying the factor $2\zeta$. The hypothesis `hζ` is used where `Real.sq_sqrt` removes the root. Continuity of $P^2$ makes it integrable, and the fundamental theorem of calculus finishes the proof.

```lean
/-- The sphere occupation is `1 - exp(-x) ∑_{k ≤ 2l+2} x^k / k!` with `x = 2ζR`. -/
theorem sphereOccupation_eq (l : ℕ) {ζ : ℝ} (hζ : 0 < ζ) (R : ℝ) :
    sphereOccupation l ζ R = 1 - outerWeight (2 * l + 2) (2 * ζ * R) := by
  -- the density P² is the derivative of minus the outer weight
  have key : ∀ r : ℝ, HasDerivAt (fun s : ℝ => -outerWeight (2 * l + 2) (2 * ζ * s))
      (radialOrbital l ζ r ^ 2) r := by
    intro r
    have hl : HasDerivAt (fun s : ℝ => 2 * ζ * s) (2 * ζ) r :=
      ((hasDerivAt_id' r).const_mul (2 * ζ)).congr_deriv (by ring)
    have hc : HasDerivAt (fun s : ℝ => outerWeight (2 * l + 2) (2 * ζ * s)) _ r :=
      (hasDerivAt_outerWeight (2 * l + 2) (2 * ζ * r)).comp r hl
    refine hc.fun_neg.congr_deriv ?_
    have he : Real.exp (-ζ * r) ^ 2 = Real.exp (-(2 * ζ * r)) := by
      rw [sq, ← Real.exp_add]
      congr 1
      ring
    rw [radialOrbital, mul_pow _ _ 2, mul_pow _ _ 2, Real.sq_sqrt (by positivity), he]
    ring
  have hcont : Continuous fun r : ℝ => radialOrbital l ζ r ^ 2 := by
    unfold radialOrbital
    fun_prop
  rw [sphereOccupation, intervalIntegral.integral_eq_sub_of_hasDerivAt
    (fun r _ => key r) (hcont.intervalIntegrable 0 R), mul_zero, outerWeight_zero]
  ring
```

For $R\ge0$ the outer weight is positive, because its $k=0$ term is $e^{-x}>0$ and the others are non-negative. Hence $n(R)<1$: some of the exponential tail always lies outside. As $R\to\infty$, $x=2\zeta R$ also goes to infinity, so $w_{2l+2}(x)\to0$ and $n(R)\to1$, which confirms the normalisation. The next theorem states both facts, the limit being written with `Tendsto` and `atTop`.

```lean
/-- Every finite sphere holds less than one electron, and the occupation tends to one
as the radius grows. -/
theorem sphereOccupation_lt_one_and_tendsto (l : ℕ) {ζ : ℝ} (hζ : 0 < ζ) :
    (∀ R, 0 ≤ R → sphereOccupation l ζ R < 1) ∧
      Tendsto (sphereOccupation l ζ) atTop (𝓝 1) := by
  have h2 : 0 < 2 * ζ := by positivity
  constructor
  · intro R hR
    have hw : 0 < outerWeight (2 * l + 2) (2 * ζ * R) := by
      rw [outerWeight, Finset.sum_range_succ']
      simp only [pow_zero, Nat.factorial_zero, Nat.cast_one, div_one]
      positivity
    rw [sphereOccupation_eq l hζ]
    linarith
  · have h := ((tendsto_outerWeight (2 * l + 2)).comp
      (tendsto_id.const_mul_atTop h2)).const_sub 1
    rw [sub_zero] at h
    exact h.congr fun R => (sphereOccupation_eq l hζ R).symm
```

If $\zeta=0$ is allowed, the prefactor vanishes and $P=0$. Then $n(R)=0$ for every $R$, and $V(R)=U/2$ is constant: it neither decreases nor changes sign. For $\zeta<0$ the function $r^{l+1}e^{-\zeta r}$ grows with $r$, and no normalised orbital exists.

The comparison between angular momenta needs the slightly stronger condition $R>0$. Raising $l$ by one adds two terms to the outer weight,

$$n_l(R)-n_{l+1}(R)=e^{-x}\left[\frac{x^{2l+3}}{(2l+3)!}+\frac{x^{2l+4}}{(2l+4)!}\right]>0,$$

where the subscript on $n$ marks the angular momentum. At equal $\zeta$, the higher $l$ therefore leaves less of the electron inside. At $R=0$ both occupations are zero and the strict inequality fails. The proof applies `outerWeight_succ` twice and notes that both added terms are positive.

```lean
/-- At fixed positive exponent and positive radius, raising `l` by one lowers the sphere occupation.
-/
theorem sphereOccupation_succ_lt (l : ℕ) {ζ R : ℝ} (hζ : 0 < ζ) (hR : 0 < R) :
    sphereOccupation (l + 1) ζ R < sphereOccupation l ζ R := by
  rw [sphereOccupation_eq _ hζ, sphereOccupation_eq _ hζ,
    show 2 * (l + 1) + 2 = 2 * l + 2 + 1 + 1 by ring, outerWeight_succ, outerWeight_succ]
  have h (k : ℕ) : 0 < Real.exp (-(2 * ζ * R)) *
      ((2 * ζ * R) ^ k / (k.factorial : ℝ)) := by positivity
  linarith [h (2 * l + 2 + 1), h (2 * l + 2 + 1 + 1)]
```

## The interaction is repulsive: $U>0$

With the closed form inserted, the potential is

$$V(R)=U\left(w_{2l+2}(2\zeta R)-\tfrac12\right).$$

A positive $U$ preserves the order of the bracket's values. It therefore makes $V$ fall where the outer weight falls, and gives $V$ the sign of the bracket.

To find the sign change, choose $b>0$ with $w_{2l+2}(b)<\tfrac12$, which the limit at infinity permits. Since $w_{2l+2}(0)=1$, the intermediate value theorem gives a $c$ in $[0,b]$ with $w_{2l+2}(c)=\tfrac12$, and $c\ne0$ because the value at zero is $1$. By strict decrease, the bracket is positive for $0\le x<c$, zero at $x=c$ and negative for $x>c$.

The theorem `universal_crossing` says more than that each potential has a crossing. The number $c$ is chosen before $\zeta$, $U$ and $R$, so it depends on $l$ alone. The proof splits into the three cases $2\zeta R<c$, $2\zeta R=c$ and $2\zeta R>c$; `hU` is used in the first and last, where a positive $U$ multiplies a bracket of known sign.

```lean
/-- The sign of the orbital potential is decided by comparing `2ζR` with a positive
number that depends only on `l`. -/
theorem universal_crossing (l : ℕ) : ∃ c : ℝ, 0 < c ∧
    ∀ ζ U R : ℝ, 0 < ζ → 0 < U → 0 ≤ R →
      (0 < orbitalPotential U l ζ R ↔ 2 * ζ * R < c) ∧
      (orbitalPotential U l ζ R = 0 ↔ 2 * ζ * R = c) ∧
      (orbitalPotential U l ζ R < 0 ↔ c < 2 * ζ * R) := by
  -- the outer weight passes through one half
  obtain ⟨b, hb, hb0⟩ := (((tendsto_outerWeight (2 * l + 2)).eventually_lt_const
    (by norm_num : (0 : ℝ) < 1 / 2)).and (eventually_gt_atTop 0)).exists
  have hcont : ContinuousOn (outerWeight (2 * l + 2)) (Icc 0 b) :=
    fun x _ => (hasDerivAt_outerWeight _ x).continuousAt.continuousWithinAt
  obtain ⟨c, hc, hcw⟩ := intermediate_value_Icc' hb0.le hcont
    (show (1 / 2 : ℝ) ∈ Icc _ _ from ⟨hb.le, by rw [outerWeight_zero]; norm_num⟩)
  have hc0 : 0 < c := by
    refine lt_of_le_of_ne hc.1 fun h => ?_
    rw [← h, outerWeight_zero] at hcw
    norm_num at hcw
  refine ⟨c, hc0, fun ζ U R hζ hU hR => ?_⟩
  have hx : 0 ≤ 2 * ζ * R := by positivity
  have hV : orbitalPotential U l ζ R =
      U * (outerWeight (2 * l + 2) (2 * ζ * R) - 1 / 2) := by
    rw [orbitalPotential, sphereOccupation_eq l hζ]
    ring
  -- strict monotonicity fixes the sign on either side
  rcases lt_trichotomy (2 * ζ * R) c with h | h | h
  · have hw := outerWeight_strictAntiOn (2 * l + 2) hx hc0.le h
    have hs : 0 < orbitalPotential U l ζ R := by
      rw [hV]
      exact mul_pos hU (by linarith)
    refine ⟨⟨?_, ?_⟩, ⟨?_, ?_⟩, ⟨?_, ?_⟩⟩ <;> intro _ <;> linarith
  · have hs : orbitalPotential U l ζ R = 0 := by
      rw [hV, h, hcw]
      ring
    refine ⟨⟨?_, ?_⟩, ⟨?_, ?_⟩, ⟨?_, ?_⟩⟩ <;> intro _ <;> linarith
  · have hw := outerWeight_strictAntiOn (2 * l + 2) hc0.le hx h
    have hs : orbitalPotential U l ζ R < 0 := by
      rw [hV]
      exact mul_neg_of_pos_of_neg hU (by linarith)
    refine ⟨⟨?_, ?_⟩, ⟨?_, ?_⟩, ⟨?_, ?_⟩⟩ <;> intro _ <;> linarith
```

Returning from $x$ to the radius gives $R_0=c/(2\zeta)$. Doubling $\zeta$ halves the crossing radius, while changing the positive value of $U$ leaves it in place. At $R_0$ the sphere holds exactly half of the electron.

The final theorem has four parts:

- $V$ decreases strictly on $[0,\infty)$ (`StrictAntiOn`).
- $V(0)=U/2$, since the integral over an empty interval is zero.
- $V(R)\to-U/2$ as $R\to\infty$, since $n(R)\to1$.
- There is an $R_0>0$ such that, for all $R\ge0$, $V(R)$ is positive exactly when $R<R_0$, zero exactly when $R=R_0$, and negative exactly when $R>R_0$.

The middle equivalence in the last part contains the uniqueness of the crossing. In the proof, the first part multiplies the strict decrease of the outer weight by $U$, and the last divides the comparison with $c$ by $2\zeta$.

```lean
/-- For `ζ > 0` and `U > 0`, the orbital potential decreases strictly as the sphere grows, from
`U/2` toward `-U/2`, and it changes sign at exactly one radius. -/
theorem orbitalPotential_sign_change (l : ℕ) {ζ U : ℝ} (hζ : 0 < ζ) (hU : 0 < U) :
    StrictAntiOn (orbitalPotential U l ζ) (Ici 0) ∧
    orbitalPotential U l ζ 0 = U / 2 ∧
    Tendsto (orbitalPotential U l ζ) atTop (𝓝 (-U / 2)) ∧
    ∃ R₀ : ℝ, 0 < R₀ ∧ ∀ R, 0 ≤ R →
      (0 < orbitalPotential U l ζ R ↔ R < R₀) ∧
      (orbitalPotential U l ζ R = 0 ↔ R = R₀) ∧
      (orbitalPotential U l ζ R < 0 ↔ R₀ < R) := by
  have h2 : 0 < 2 * ζ := by positivity
  refine ⟨?_, ?_, ?_, ?_⟩
  · intro a ha b hb hab
    have ha' : 0 ≤ a := ha
    have hb' : 0 ≤ b := hb
    have hw := outerWeight_strictAntiOn (2 * l + 2)
      (show (0 : ℝ) ≤ 2 * ζ * a by positivity) (show (0 : ℝ) ≤ 2 * ζ * b by positivity)
      (mul_lt_mul_of_pos_left hab h2)
    simp only [orbitalPotential, sphereOccupation_eq l hζ]
    exact mul_lt_mul_of_pos_left (by linarith) hU
  · rw [orbitalPotential, sphereOccupation, intervalIntegral.integral_same]
    ring
  · have h := ((sphereOccupation_lt_one_and_tendsto l hζ).2.const_sub (1 / 2)).const_mul U
    rw [show U * (1 / 2 - 1) = -U / 2 by ring] at h
    exact h
  · -- undo the scaling x = 2ζR
    obtain ⟨c, hc0, hc⟩ := universal_crossing l
    refine ⟨c / (2 * ζ), by positivity, fun R hR => ?_⟩
    rw [lt_div_iff₀' h2, eq_div_iff h2.ne', div_lt_iff₀' h2, mul_comm R (2 * ζ)]
    exact hc ζ U R hζ hU hR

end

end SphereOccupationPotential
```

```lean
#print axioms SphereOccupationPotential.sphereOccupation_succ_lt
#print axioms SphereOccupationPotential.orbitalPotential_sign_change
```

```
'SphereOccupationPotential.sphereOccupation_succ_lt' depends on axioms: [propext, Classical.choice, Quot.sound]
'SphereOccupationPotential.orbitalPotential_sign_change' depends on axioms: [propext, Classical.choice, Quot.sound]
```

For $U=0$ the potential is zero at every radius, so there is no single crossing. For $U<0$ the crossing radius survives but the picture is inverted: $V$ rises from the negative value $U/2$ toward the positive value $-U/2$.

## Counting against the whole electron or against the sphere

The occupation used here is measured against an orbital normalised over all space, so charge outside the sphere counts as missing. A different model would divide by the charge inside the sphere, replacing $n(R)$ by $n(R)/n(R)=1$ for every $R>0$. The potential would then be $-U/2$ at every positive radius, with no dependence on $R$ and no sign change. The crossing at $R_0$ thus belongs to the convention that leaves the tail uncounted: for $U>0$, a completely filled orbital receives a positive, repulsive potential whenever the sphere holds less than half of it.
